# On a finite list of measurement points, a nonsingular design is D-optimal exactly when no scaled prediction variance exceeds the number of parameters

Without a way to recognise the optimum, a search for good measurement weights can stall and look converged. I am fitting a straight line $\theta_0+\theta_1x$ with measurements allowed at $x=-1,0,1$. My optimiser, which maximises the determinant of the information matrix, put half of the effort at each end and stopped. I am told to check that the scaled prediction variance is at most 2 at all three points. Why would three numbers, all computed from my own design, rule out every other way of splitting the effort? And why is the threshold the number of parameters?

## The variances bound every rival determinant

The three numbers suffice because they fix the trace of any rival's information matrix, measured in units of yours, and the trace limits the determinant.

Let candidate $i$ have regression vector $a_i\in\mathbb R^n$, here $(1,x_i)$, and let $w_i\ge0$ be its share of the measurements, with $\sum_i w_i=1$. Define

$$M(w)=\sum_i w_i a_i a_i^T,\qquad d_i(w)=a_i^TM(w)^{-1}a_i .$$

For $N$ measurements with independent errors of variance $\sigma^2$, the least-squares parameters have covariance $\sigma^2M(w)^{-1}/N$. A larger $\det M(w)$ therefore means a confidence ellipsoid of smaller volume, and a design is called D-optimal if no design has a larger determinant. The number $d_i(w)$ is the variance of the fitted value at $i$ in units of $\sigma^2/N$.

Suppose $M(w)$ is positive definite, with orthonormal eigenvectors $e_j$ and eigenvalues $\lambda_j>0$. Let $B$ have rows $e_j^T/\sqrt{\lambda_j}$. Then $BM(w)B^T=1$, so $M(w)^{-1}=B^TB$ and $(\det B)^2=1/\det M(w)$.

For a rival design $v$, put $A=BM(v)B^T$. Since $z^TM(v)z=\sum_i v_i(a_i\cdot z)^2\ge0$ for every vector $z$, the matrix $A$ is positive semidefinite. Its determinant is $\det M(v)/\det M(w)$, and its trace is

$$\operatorname{tr}A=\operatorname{tr}\big(M(w)^{-1}M(v)\big)=\sum_i v_i\,d_i(w).$$

Each eigenvalue $\mu_j\ge0$ of $A$ satisfies $\mu_j\le e^{\mu_j-1}$. Multiplying these inequalities gives $\det A\le e^{\operatorname{tr}A-n}$, that is,

$$\det M(v)\le\det M(w)\,\exp\Big(\sum_i v_i\,d_i(w)-n\Big).$$

If every $d_i(w)\le n+\varepsilon$, the weighted mean in the exponent is at most $n+\varepsilon$, so $\det M(v)\le e^{\varepsilon}\det M(w)$. Taking $\varepsilon=0$ gives the certificate.

In your example $M(w)=1$ and the variances are $1+x^2$, that is 2, 1 and 2, so the design is optimal. Equal thirds would give $\det M=2/3$ and a variance of $5/2$ at the ends, and would fail.

### A variance above the threshold shows where to measure

Conversely, suppose $d=d_i(w)>n$ at some point $i$, with $n\ge1$. Move a share $t$ of the effort there, with $0<t<1$. The new matrix is

$$(1-t)M(w)+t\,a_ia_i^T=(1-t)M(w)\Big(1+\tfrac{t}{1-t}M(w)^{-1}a_ia_i^T\Big).$$

Because $\det(1+ua^T)=1+a^Tu$, its determinant is $\det M(w)$ times $(1-t)^m(1-t+td)$, where $m=n-1$. Bernoulli's inequality $(1-t)^m\ge1-mt$ bounds this factor below by

$$(1-mt)(1-t+td)=1+t\big[d-n-m(d-1)t\big].$$

Choose $t=(d-n)/(2nd)$, which lies between 0 and 1. The bracket then equals $(d-n)/2+t(m+d)>0$, so the determinant has grown and $w$ was not optimal.

The threshold $n$ is also the mean variance of the design itself: $\sum_iw_i\,d_i(w)=\operatorname{tr}\big(M(w)^{-1}M(w)\big)=n$. If every variance were below $n$, the nonnegative terms $w_i(n-d_i(w))$ would sum to zero. All weights would then vanish, although they sum to one.

Here is the argument in Lean 4 with Mathlib.

```lean
import Mathlib

open Matrix

namespace DOptimalDesign

noncomputable section

variable {ι n : Type*} [Fintype ι] [Fintype n] [DecidableEq n]

/-- A design: nonnegative measurement weights that sum to one. -/
def IsDesign (w : ι → ℝ) : Prop := (∀ i, 0 ≤ w i) ∧ ∑ i, w i = 1

/-- The information matrix `M(w) = ∑ wᵢ aᵢ aᵢᵀ` of a linear fit with regression vectors `aᵢ`. -/
def infoMatrix (a : ι → n → ℝ) (w : ι → ℝ) : Matrix n n ℝ :=
  ∑ i, w i • vecMulVec (a i) (a i)

/-- The scaled prediction variance `xᵀ M(w)⁻¹ x` at the regression vector `x`, meant for
weights whose information matrix is invertible. -/
def predVar (a : ι → n → ℝ) (w : ι → ℝ) (x : n → ℝ) : ℝ :=
  x ⬝ᵥ (infoMatrix a w)⁻¹ *ᵥ x

omit [DecidableEq n] in
/-- The information matrix of nonnegative weights is positive semidefinite. -/
theorem infoMatrix_posSemidef (a : ι → n → ℝ) {v : ι → ℝ} (hv : ∀ i, 0 ≤ v i) :
    (infoMatrix a v).PosSemidef := by
  apply PosSemidef.of_dotProduct_mulVec_nonneg
  · ext i j
    simp [infoMatrix, Matrix.sum_apply, vecMulVec_apply, mul_comm]
  · intro x
    have hy : ∀ y : n → ℝ, vecMulVec y y *ᵥ x = (y ⬝ᵥ x) • y := by
      intro y
      ext k
      simp only [mulVec, dotProduct, vecMulVec_apply, Pi.smul_apply, smul_eq_mul,
        Finset.sum_mul]
      exact Finset.sum_congr rfl fun j _ => by ring
    -- the quadratic form is a weighted sum of squares
    simp only [infoMatrix, Matrix.sum_mulVec, dotProduct_sum, Matrix.smul_mulVec,
      dotProduct_smul, hy, smul_eq_mul, star_trivial]
    refine Finset.sum_nonneg fun i _ => mul_nonneg (hv i) ?_
    rw [dotProduct_comm x (a i)]
    exact mul_self_nonneg _

omit [DecidableEq n] in
/-- The trace of `A M(v)` is the weighted sum of the quadratic forms `aᵢᵀ A aᵢ`. -/
theorem trace_mul_infoMatrix (A : Matrix n n ℝ) (a : ι → n → ℝ) (v : ι → ℝ) :
    (A * infoMatrix a v).trace = ∑ i, v i * (a i ⬝ᵥ A *ᵥ a i) := by
  simp only [infoMatrix, Finset.mul_sum, Matrix.trace_sum, Matrix.mul_smul, Matrix.trace_smul,
    Matrix.mul_vecMulVec, Matrix.trace_vecMulVec, smul_eq_mul]
  exact Finset.sum_congr rfl fun i _ => by rw [dotProduct_comm]

/-- A positive semidefinite `n × n` matrix satisfies `det A ≤ exp (tr A - n)`. -/
theorem det_le_exp_trace {A : Matrix n n ℝ} (hA : A.PosSemidef) :
    A.det ≤ Real.exp (A.trace - Fintype.card n) := by
  have hd : A.det = ∏ i, hA.isHermitian.eigenvalues i := by
    simpa using hA.isHermitian.det_eq_prod_eigenvalues
  have ht : A.trace = ∑ i, hA.isHermitian.eigenvalues i := by
    simpa using hA.isHermitian.trace_eq_sum_eigenvalues
  rw [hd, ht]
  -- each eigenvalue obeys `x ≤ exp (x - 1)`
  calc ∏ i, hA.isHermitian.eigenvalues i
      ≤ ∏ i, Real.exp (hA.isHermitian.eigenvalues i - 1) :=
        Finset.prod_le_prod (fun i _ => hA.eigenvalues_nonneg i) fun i _ => by
          linarith [Real.add_one_le_exp (hA.isHermitian.eigenvalues i - 1)]
    _ = _ := by
        rw [← Real.exp_sum]
        simp [Finset.sum_sub_distrib]

/-- A positive definite matrix `M` can be whitened: some `B` satisfies `B M Bᵀ = 1`. -/
theorem exists_whitening {M : Matrix n n ℝ} (hM : M.PosDef) :
    ∃ B : Matrix n n ℝ, B * M * Bᵀ = 1 := by
  let e := hM.isHermitian.eigenvectorBasis
  let l := hM.isHermitian.eigenvalues
  -- the rows of `B` are the eigenvectors divided by the roots of the eigenvalues
  let B : Matrix n n ℝ := fun j => (√(l j))⁻¹ • (e j).ofLp
  refine ⟨B, ?_⟩
  ext j k
  have hent : (B * M * Bᵀ) j k = B j ⬝ᵥ M *ᵥ B k := by
    rw [Matrix.mul_assoc]
    rfl
  have horth : (e j).ofLp ⬝ᵥ (e k).ofLp = if j = k then 1 else 0 := by
    have h := orthonormal_iff_ite.mp e.orthonormal j k
    rw [EuclideanSpace.inner_eq_star_dotProduct] at h
    rw [dotProduct_comm]
    simpa using h
  have heig : M *ᵥ (e k).ofLp = l k • (e k).ofLp :=
    hM.isHermitian.mulVec_eigenvectorBasis k
  have hl : 0 < l k := hM.eigenvalues_pos k
  rw [hent]
  change ((√(l j))⁻¹ • (e j).ofLp) ⬝ᵥ M *ᵥ ((√(l k))⁻¹ • (e k).ofLp) = _
  rw [Matrix.mulVec_smul, heig, smul_dotProduct, dotProduct_smul, dotProduct_smul, horth,
    Matrix.one_apply]
  by_cases hjk : j = k
  · subst hjk
    have hs : √(l j) ≠ 0 := (Real.sqrt_pos.mpr hl).ne'
    have hq : √(l j) * √(l j) = l j := Real.mul_self_sqrt hl.le
    simp only [if_true, smul_eq_mul, mul_one]
    calc (√(l j))⁻¹ * ((√(l j))⁻¹ * l j)
        = (√(l j))⁻¹ * ((√(l j))⁻¹ * (√(l j) * √(l j))) := by rw [hq]
      _ = 1 := by field_simp
  · simp [hjk]

/-- If `M(w)` is positive definite, then for all nonnegative weights `v` the determinant of `M(v)`
is at most `det M(w)` times `exp (∑ vᵢ aᵢᵀ M(w)⁻¹ aᵢ - n)`. -/
theorem det_le_mul_exp {a : ι → n → ℝ} {w v : ι → ℝ} (hM : (infoMatrix a w).PosDef)
    (hv : ∀ i, 0 ≤ v i) :
    (infoMatrix a v).det ≤ (infoMatrix a w).det *
      Real.exp (∑ i, v i * predVar a w (a i) - Fintype.card n) := by
  obtain ⟨B, hB⟩ := exists_whitening hM
  have hinv : (infoMatrix a w)⁻¹ = Bᵀ * B :=
    Matrix.inv_eq_left_inv (by rw [Matrix.mul_assoc]; exact mul_eq_one_comm.mp hB)
  have hpsd : (B * infoMatrix a v * Bᵀ).PosSemidef := by
    simpa [conjTranspose_eq_transpose_of_trivial] using
      (infoMatrix_posSemidef a hv).mul_mul_conjTranspose_same B
  have htr : (B * infoMatrix a v * Bᵀ).trace = ∑ i, v i * predVar a w (a i) := by
    rw [Matrix.trace_mul_comm, ← Matrix.mul_assoc, ← hinv, trace_mul_infoMatrix]
    rfl
  have h := det_le_exp_trace hpsd
  rw [htr, det_mul, det_mul, det_transpose] at h
  have h1 := congrArg Matrix.det hB
  rw [det_mul, det_mul, det_transpose, det_one] at h1
  -- undo the whitening
  calc (infoMatrix a v).det
      = (infoMatrix a w).det * (B.det * (infoMatrix a v).det * B.det) := by
        linear_combination (-(infoMatrix a v).det) * h1
    _ ≤ _ := mul_le_mul_of_nonneg_left h hM.det_pos.le

/-- Stopping rule: if `M(w)` is positive definite and every variance `aᵢᵀ M(w)⁻¹ aᵢ` is at most
`n + ε`, then no design has a determinant above `exp ε * det M(w)`. -/
theorem det_le_of_predVar_le_add {a : ι → n → ℝ} {w v : ι → ℝ} {ε : ℝ}
    (hM : (infoMatrix a w).PosDef) (h : ∀ i, predVar a w (a i) ≤ Fintype.card n + ε)
    (hv : IsDesign v) : (infoMatrix a v).det ≤ Real.exp ε * (infoMatrix a w).det := by
  have hs : ∑ i, v i * predVar a w (a i) ≤ Fintype.card n + ε := by
    calc ∑ i, v i * predVar a w (a i) ≤ ∑ i, v i * (Fintype.card n + ε) :=
          Finset.sum_le_sum fun i _ => mul_le_mul_of_nonneg_left (h i) (hv.1 i)
      _ = _ := by rw [← Finset.sum_mul, hv.2, one_mul]
  rw [mul_comm]
  exact (det_le_mul_exp hM hv.1).trans (mul_le_mul_of_nonneg_left
    (Real.exp_le_exp.mpr (by linarith)) hM.det_pos.le)

/-- If `M(w)` is positive definite and `aᵢᵀ M(w)⁻¹ aᵢ ≤ n` for every `i`, then `det M(v) ≤ det M(w)`
for every design `v`. -/
theorem dOptimal_certificate {a : ι → n → ℝ} {w v : ι → ℝ} (hM : (infoMatrix a w).PosDef)
    (h : ∀ i, predVar a w (a i) ≤ Fintype.card n) (hv : IsDesign v) :
    (infoMatrix a v).det ≤ (infoMatrix a w).det := by
  simpa using det_le_of_predVar_le_add (ε := 0) hM (by simpa using h) hv

/-- A design `w` with positive definite `M(w)` maximises the determinant among all designs if and
only if `aᵢᵀ M(w)⁻¹ aᵢ ≤ n` for every `i`. -/
theorem dOptimal_iff {a : ι → n → ℝ} {w : ι → ℝ} (hw : IsDesign w)
    (hM : (infoMatrix a w).PosDef) :
    (∀ v, IsDesign v → (infoMatrix a v).det ≤ (infoMatrix a w).det) ↔
      ∀ i, predVar a w (a i) ≤ Fintype.card n := by
  classical
  refine ⟨fun hopt i => ?_, fun h v hv => dOptimal_certificate hM h hv⟩
  rcases isEmpty_or_nonempty n with hn | hn
  · simp [predVar, dotProduct]
  obtain ⟨m, hm⟩ : ∃ m, Fintype.card n = m + 1 :=
    Nat.exists_eq_succ_of_ne_zero Fintype.card_ne_zero
  by_contra hcon
  have hdet := hM.det_pos
  set M := infoMatrix a w with hMdef
  set d := predVar a w (a i) with hd
  have hlt : (m : ℝ) + 1 < d := by
    rw [hm] at hcon
    push_cast at hcon
    exact not_le.mp hcon
  have hm0 : (0 : ℝ) ≤ m := Nat.cast_nonneg m
  have hd0 : 0 < d := by linarith
  -- a small weight `t` is moved to point `i`
  obtain ⟨t, ht0, ht1, ht⟩ : ∃ t : ℝ, 0 < t ∧ t < 1 ∧ t * (2 * (m + 1) * d) = d - (m + 1) := by
    have hp : 0 < 2 * ((m : ℝ) + 1) * d := by positivity
    refine ⟨(d - (m + 1)) / (2 * (m + 1) * d), div_pos (by linarith) hp, ?_, ?_⟩
    · rw [div_lt_one hp]
      nlinarith [mul_nonneg hm0 hd0.le]
    · exact div_mul_cancel₀ _ hp.ne'
  have hs : 0 < 1 - t := by linarith
  let v : ι → ℝ := fun j => (1 - t) * w j + t * (if j = i then 1 else 0)
  have hv : IsDesign v := by
    refine ⟨fun j => ?_, ?_⟩
    · have := hw.1 j
      dsimp only [v]
      split_ifs <;> positivity
    · simp only [v, Finset.sum_add_distrib, ← Finset.mul_sum, hw.2]
      simp
  have hmix : infoMatrix a v = (1 - t) • M + t • vecMulVec (a i) (a i) := by
    simp only [hMdef, infoMatrix, v, add_smul, mul_smul, Finset.sum_add_distrib,
      ← Finset.smul_sum]
    simp [ite_smul]
  have hfac : infoMatrix a v =
      (1 - t) • (M * (1 + vecMulVec ((t / (1 - t)) • (M⁻¹ *ᵥ a i)) (a i))) := by
    rw [hmix, mul_add, mul_one, Matrix.mul_vecMulVec, Matrix.mulVec_smul, Matrix.mulVec_mulVec,
      Matrix.mul_nonsing_inv _ hdet.ne'.isUnit, Matrix.one_mulVec]
    ext j k
    simp only [Matrix.add_apply, Matrix.smul_apply, vecMulVec_apply, Pi.smul_apply, smul_eq_mul]
    field_simp
  have hdv : (infoMatrix a v).det = M.det * ((1 - t) ^ m * (1 - t + t * d)) := by
    rw [hfac, det_smul, det_mul, vecMulVec_eq Unit, det_one_add_replicateCol_mul_replicateRow,
      dotProduct_smul, hm, smul_eq_mul]
    change (1 - t) ^ (m + 1) * (M.det * (1 + t / (1 - t) * d)) = _
    rw [pow_succ]
    field_simp
  have hle : (1 - t) ^ m * (1 - t + t * d) ≤ 1 := by
    have h := hopt v hv
    rw [hdv] at h
    exact le_of_mul_le_mul_left (by linarith) hdet
  -- Bernoulli's inequality shows that the determinant would grow
  have hb : 1 - m * t ≤ (1 - t) ^ m := by
    have h := one_add_mul_le_pow (a := -t) (by linarith) m
    calc 1 - m * t = 1 + m * -t := by ring
      _ ≤ (1 + -t) ^ m := h
      _ = (1 - t) ^ m := by ring
  have hpos : 0 ≤ 1 - t + t * d := by positivity
  have h2 : (1 - m * t) * (1 - t + t * d) ≤ 1 :=
    (mul_le_mul_of_nonneg_right hb hpos).trans hle
  have h3 : t * (d - (m + 1) - m * (d - 1) * t) ≤ 0 := by linarith
  have h4 : 0 < d - (m + 1) - m * (d - 1) * t := by
    have h5 : 0 ≤ t * (m + d) := by positivity
    linarith
  exact absurd h3 (not_le_of_gt (mul_pos ht0 h4))

/-- For every design with positive definite information matrix, some measurement point has
prediction variance at least `n`, the number of fit parameters. -/
theorem exists_card_le_predVar {a : ι → n → ℝ} {w : ι → ℝ} (hw : IsDesign w)
    (hM : (infoMatrix a w).PosDef) : ∃ i, (Fintype.card n : ℝ) ≤ predVar a w (a i) := by
  by_contra hcon
  have hlt : ∀ i, predVar a w (a i) < Fintype.card n := fun i =>
    not_le.mp fun h => hcon ⟨i, h⟩
  -- the weighted mean of the variances is `tr 1 = n`
  have hmean : ∑ i, w i * predVar a w (a i) = Fintype.card n := by
    have h := trace_mul_infoMatrix (infoMatrix a w)⁻¹ a w
    rw [Matrix.nonsing_inv_mul _ hM.det_pos.ne'.isUnit, Matrix.trace_one] at h
    exact h.symm
  have hzero : ∑ i, w i * (Fintype.card n - predVar a w (a i)) = 0 := by
    simp only [mul_sub, Finset.sum_sub_distrib, ← Finset.sum_mul, hw.2, hmean]
    ring
  have hall := (Finset.sum_eq_zero_iff_of_nonneg fun i _ =>
    mul_nonneg (hw.1 i) (sub_pos.mpr (hlt i)).le).mp hzero
  have hw0 : ∑ i, w i = 0 := Finset.sum_eq_zero fun i hi =>
    (mul_eq_zero.mp (hall i hi)).resolve_right (sub_pos.mpr (hlt i)).ne'
  linarith [hw.2]

end

end DOptimalDesign
```

```lean
#print axioms DOptimalDesign.dOptimal_iff
#print axioms DOptimalDesign.exists_card_le_predVar
```

```
'DOptimalDesign.dOptimal_iff' depends on axioms: [propext, Classical.choice, Quot.sound]
'DOptimalDesign.exists_card_le_predVar' depends on axioms: [propext, Classical.choice, Quot.sound]
```

### Designs and variances as Lean objects

The finite type `ι` labels the candidate points. The letter `n` names the type of parameter labels, and the number called $n$ above is `Fintype.card n`. `IsDesign w` says that the weights are nonnegative and sum to one, `infoMatrix a w` is $M(w)$, and `predVar a w x` is $x^TM(w)^{-1}x$ for a regression vector $x$, so $d_i(w)$ is `predVar a w (a i)`. `vecMulVec` forms the outer product.

`dOptimal_iff` says that for a design `w` with positive definite information matrix, no design has a larger determinant if and only if every candidate's variance is at most $n$. `dOptimal_certificate` is the "if" half. It needs no normalisation of `w`, though its bound makes `w` an optimal design only if `w` is a design. `det_le_of_predVar_le_add` is the version with tolerance, and `exists_card_le_predVar` says that for every design with positive definite information matrix some candidate has variance at least $n$.

The hypothesis `(infoMatrix a w).PosDef` means physically that the measurements with nonzero weight determine all the parameters. Lean sets the inverse of a singular matrix to zero, so without invertibility a useless design could pass the variance test.

No noise appears in these statements. The step from the determinant to the precision of a real fit rests on a model that is linear in its parameters, with independent errors of equal variance. The weights are also real numbers, so rounding $Nw_i$ to whole measurements may lose some of the optimum, and points off the list are not compared.

Choosing which structures to compute when a linear energy model, such as a cluster expansion, is fitted to electronic-structure energies is a related problem, but repeating a deterministic calculation adds no information, and the residuals are errors of the model rather than measurement noise. Give each of $N$ distinct structures the weight $1/N$, and model their residuals as independent with equal variance. If this design passes the test, no other choice of $N$ distinct structures from the list has a larger determinant. If it fails, a better choice of distinct structures need not exist. The test is strict here: the variances of the chosen structures average $n$, so to pass they must all equal $n$. If every variance on the list is at most $n+\varepsilon$, the version with tolerance still limits any gain in the determinant to a factor $e^{\varepsilon}$.

### From whitening to Bernoulli in the code

`infoMatrix_posSemidef` writes the quadratic form as a weighted sum of squares, and `trace_mul_infoMatrix` gives the trace identity. `det_le_exp_trace` expresses determinant and trace through the eigenvalues and multiplies the scalar inequalities with `Finset.prod_le_prod`, which needs the eigenvalues to be nonnegative.

`exists_whitening` builds $B$ and checks $BMB^T=1$ entry by entry: orthogonality handles the off-diagonal entries, and the square roots cancel on the diagonal. In `det_le_mul_exp`, `hinv` is $M(w)^{-1}=B^TB$ and `htr` is the trace of $A$. The closing `calc` removes the factor $(\det B)^2$. The stopping rule averages the variance bounds with the weights `v`, and the certificate sets `ε := 0`.

The converse in `dOptimal_iff` first treats the case of no parameters, where every variance is zero. Otherwise it writes the parameter count as `m + 1` and assumes a variance `d` above it. `hmix` and `hfac` are the two forms of the shifted matrix, and `hdv` is its determinant. Optimality gives `hle`, Bernoulli's inequality is `hb`, and together they yield `h3`: $t$ times the bracket is at most zero. The choice of `t` makes the bracket positive in `h4`, which is the contradiction.

`exists_card_le_predVar` obtains the mean in `hmean` by applying the trace identity to $M(w)^{-1}$, then shows that all weights would be zero.

### The same design minimises the worst variance

A neighbouring result follows by combining the last two theorems. If $w$ is D-optimal with $M(w)$ positive definite, its largest candidate variance is at most $n$, while every design with a positive definite information matrix has some variance of at least $n$. So $w$ also minimises the largest prediction variance over the list among such designs. For your line, no nonsingular split of the effort brings the worst of the three variances below 2.
